# Geometric run lengths in a stationary binary Markov alloy

If the lengths of A-runs in a binary chain are estimated from composition alone, short-range order is lost. With one quarter B atoms, random mixing gives a mean run length of 4 and a variance of 12. A chain of the same composition that clusters moderately, with Warren-Cowley parameter $1/3$, has mean 6 and variance 30. For a chain with nearest-neighbour Markov statistics, the composition and this one parameter fix the whole distribution.

## From transition probabilities to run lengths

Let $c_B$ be the fraction of B atoms, with $0<c_B<1$. The nearest-neighbour Warren-Cowley parameter $\alpha$ measures how far the probability of finding B next to A departs from its random value $c_B$. Positive $\alpha$ means clustering of like atoms, negative $\alpha$ a preference for unlike neighbours. Reading the chain from left to right, the probabilities that A is followed by B and that B is followed by A are

$$p=c_B(1-\alpha),\qquad q=(1-c_B)(1-\alpha).$$

We assume $\alpha<1$, $p\le 1$ and $q\le 1$. Then A is followed by A with probability $1-p$, and B by B with probability $1-q$. The composition is the same at every site, because

$$(1-c_B)\,p=c_B\,q=c_B(1-c_B)(1-\alpha),$$

and so the B fraction on the next site is $(1-c_B)p+c_B(1-q)=c_B$.

An A-run starts where B is followed by A, which has probability $c_Bq>0$. It has length $n\ge1$ if the atoms read B, then $n$ times A, then B. This word has probability $c_B\,q\,(1-p)^{n-1}p$. Dividing by $c_Bq$ gives

$$P(n)=p(1-p)^{n-1}.$$

At $p=1$ we take $0^0=1$, and every run has length 1.

For the moments, put $k=n-1$ and $r=1-p$, so that $0\le r<1$. The series needed are

$$\sum_{k\ge0} r^k=\frac1p,\qquad \sum_{k\ge0} k\,r^k=\frac{r}{p^2},\qquad \sum_{k\ge0}\binom{k+2}{2}r^k=\frac1{p^3}.$$

The first, multiplied by $p$, gives total probability 1. The first two give the mean,

$$\langle n\rangle=p\left(\frac{r}{p^2}+\frac1p\right)=\frac{r+p}{p}=\frac1p.$$

Since $\binom{k+2}{2}=n(n+1)/2$, the third gives $\langle n(n+1)\rangle=2/p^2$. Hence

$$\langle n^2\rangle-\langle n\rangle^2=\frac2{p^2}-\frac1p-\frac1{p^2}=\frac{1-p}{p^2}.$$

These are averages over runs, not over A atoms. If $L=1/p$ is the mean, then $c_B(1-\alpha)L=1$, and therefore $\alpha=1-1/(c_BL)$.

The same argument with the species exchanged shows that B-runs are geometric with parameter $q$, so their mean length is $1/q$.

## A periodic chain with the right mean and the wrong variance

Take the repeating chain AABAAB…, with its origin chosen at random among the three positions in the period. It is stationary, with $c_B=1/3$. Half of its A atoms are followed by B, so $p=1/2$ and $\alpha=-1/2$. Every A-run has length 2. The mean agrees with $1/p=2$, but the variance is 0, whereas the Markov alloy with the same $c_B$ and $\alpha$ has variance 2. What fails is the Markov property: here the next atom depends on the last two atoms and not only on the last one.

For simulation practice, the formulas give reference values for the run statistics of a generated chain, provided that it is first-order Markov and long enough for end effects to be negligible.

## The alloy and its word probabilities in Lean

```lean
import Mathlib

namespace MarkovAlloyRuns

noncomputable section
```

The two species form a type with two elements.

```lean
/-- The two atomic species of the chain. -/
inductive Species
  | A
  | B

open Species
```

A `MarkovAlloy` packages the two parameters with the inequalities assumed above. `AB_le_one` is $p\le1$ and `BA_le_one` is $q\le1$. The condition `α_lt_one` excludes complete separation, in which no A-run would ever start.

```lean
/-- A binary Markov alloy, given by its B fraction `cB` and its nearest-neighbour
Warren-Cowley parameter `α`, with A-B and B-A transition probabilities in `(0, 1]`. -/
structure MarkovAlloy where
  cB : ℝ
  α : ℝ
  cB_pos : 0 < cB
  cB_lt_one : cB < 1
  α_lt_one : α < 1
  AB_le_one : cB * (1 - α) ≤ 1
  BA_le_one : (1 - cB) * (1 - α) ≤ 1
```

The quantity $p$ is called `exitProb`, since it is the probability of leaving a run at the next step.

```lean
namespace MarkovAlloy

/-- The probability `p = cB (1 - α)` that an A atom is followed by a B atom. -/
def exitProb (M : MarkovAlloy) : ℝ := M.cB * (1 - M.α)
```

The site fractions and the four transition probabilities follow. The Markov assumption enters through `step`, which depends only on the present atom and the next.

```lean
/-- The fraction of sites occupied by each species. -/
def frac (M : MarkovAlloy) : Species → ℝ
  | A => 1 - M.cB
  | B => M.cB

/-- The probability that an atom of the first species is followed by one of the second. -/
def step (M : MarkovAlloy) : Species → Species → ℝ
  | A, A => 1 - M.exitProb
  | A, B => M.exitProb
  | B, A => (1 - M.cB) * (1 - M.α)
  | B, B => 1 - (1 - M.cB) * (1 - M.α)
```

`follow` multiplies the successive transition probabilities after a given atom, and `wordProb` supplies the fraction of the first atom. The model therefore consists of probabilities for finite words; no probability measure on infinite chains is constructed.

```lean
/-- The probability that a given atom is followed by a given word of atoms. -/
def follow (M : MarkovAlloy) : Species → List Species → ℝ
  | _, [] => 1
  | x, y :: l => M.step x y * follow M y l

/-- The probability of finding a given word of atoms on consecutive sites. -/
def wordProb (M : MarkovAlloy) : List Species → ℝ
  | [] => 1
  | x :: l => M.frac x * M.follow x l
```

A complete run is bounded by B on both sides. Its length distribution `runProb` is not postulated but defined as a conditional probability: the weight of the whole word divided by the weight of its opening pair BA. For $n=0$ the word is BB, which contains no run, so the law is stated only for $n\ge1$.

```lean
/-- The word `B A…A B` with `n` A atoms between two B atoms; for `n ≥ 1` these form a complete
A-run. -/
def runWord (n : ℕ) : List Species := B :: (List.replicate n A ++ [B])

/-- For `n ≥ 1`, the probability that an A-run has length `n`, given that it starts at a given site.
-/
def runProb (M : MarkovAlloy) (n : ℕ) : ℝ :=
  M.wordProb (runWord n) / M.wordProb [B, A]
```

## Consistency of the model

The first theorem confirms that the values of `step` are transition probabilities: they are nonnegative, and those out of each species sum to one. Nonnegativity is checked in four cases; the two diagonal ones use $p\le1$ and $q\le1$.

```lean
/-- The transition probabilities are nonnegative, and those out of each species sum to one. -/
theorem step_stochastic (M : MarkovAlloy) (x : Species) :
    (∀ y, 0 ≤ M.step x y) ∧ M.step x A + M.step x B = 1 := by
  have hα : 0 ≤ 1 - M.α := by linarith [M.α_lt_one]
  have h1 : 0 ≤ M.cB * (1 - M.α) := mul_nonneg M.cB_pos.le hα
  have h2 : 0 ≤ (1 - M.cB) * (1 - M.α) := mul_nonneg (sub_nonneg.mpr M.cB_lt_one.le) hα
  constructor
  · intro y
    cases x <;> cases y
    · exact sub_nonneg.mpr M.AB_le_one
    · exact h1
    · exact h2
    · exact sub_nonneg.mpr M.BA_le_one
  · cases x
    · exact sub_add_cancel _ _
    · exact add_sub_cancel _ _
```

Next, summing over an extra atom at either end of a word returns the probability of the word. On the right this is an induction on the word, using that each row of transition probabilities sums to one. On the left it is stationarity: after a case split on the first atom, `ring` verifies the balance $(1-c_B)p=c_Bq$ in expanded form.

```lean
/-- Word probabilities are stationary and consistent: summing over one extra atom, on the
left or on the right, gives back the probability of the word. -/
theorem wordProb_extend (M : MarkovAlloy) (w : List Species) :
    M.wordProb (A :: w) + M.wordProb (B :: w) = M.wordProb w ∧
    M.wordProb (w ++ [A]) + M.wordProb (w ++ [B]) = M.wordProb w := by
  have hright : ∀ (l : List Species) (x : Species),
      M.follow x (l ++ [A]) + M.follow x (l ++ [B]) = M.follow x l := by
    intro l
    induction l with
    | nil =>
      intro x
      simp only [List.nil_append, follow, mul_one]
      exact (M.step_stochastic x).2
    | cons y l ih =>
      intro x
      simp only [List.cons_append, follow]
      rw [← mul_add, ih]
  cases w with
  | nil => constructor <;> simp [wordProb, follow, frac]
  | cons x l =>
    constructor
    · -- balance of the species fractions under one step
      cases x <;> simp only [wordProb, follow, frac, step, exitProb] <;> ring
    · simp only [List.cons_append, wordProb]
      rw [← mul_add, hright]
```

## The weight of a run

After an A atom, $k$ further A atoms and then a B have weight $(1-p)^kp$. The induction peels off one A-to-A step at a time.

```lean
/-- After an A atom, exactly `k` further A atoms and then a B atom occur with probability
`(1 - p)^k p`. -/
theorem follow_run (M : MarkovAlloy) (k : ℕ) :
    M.follow A (List.replicate k A ++ [B]) = (1 - M.exitProb) ^ k * M.exitProb := by
  induction k with
  | zero => simp [follow, step]
  | succ k ih =>
    simp only [List.replicate_succ, List.cons_append, follow]
    rw [ih, pow_succ', mul_assoc]
    rfl
```

The probability that a run starts is written here as $(1-c_B)p$, which equals $c_Bq$ by the balance. Its positivity permits the later division.

```lean
/-- An A-run starts at a given site with probability `(1 - cB) p`, which is positive, and
`p` itself is positive. -/
theorem start_prob (M : MarkovAlloy) :
    M.wordProb [B, A] = (1 - M.cB) * M.exitProb ∧ 0 < M.wordProb [B, A] ∧
      0 < M.exitProb := by
  have hp : 0 < M.exitProb := mul_pos M.cB_pos (sub_pos.mpr M.α_lt_one)
  have h : M.wordProb [B, A] = (1 - M.cB) * M.exitProb := by
    simp only [wordProb, follow, frac, step, exitProb]
    ring
  exact ⟨h, h ▸ mul_pos (sub_pos.mpr M.cB_lt_one) hp, hp⟩
```

## Summing the geometric law

The following lemma is pure analysis. It takes a number `u` with $pu=1$, so that $u=1/p$. `HasSum f s` says that the series with terms `f` converges to `s`. The bounds on $p$ give $|1-p|<1$, and Mathlib then supplies the three series used above as `h0`, `h1` and `h2`.

The mean is assembled as by hand. For the variance, the proof treats the centred square directly instead of subtracting the squared mean at the end. With $pu=1$,

$$p(k+1-u)^2=2p\binom{k+2}{2}-(p+2)k+(u-p-2),$$

so the required series is a combination of the three known ones. The `linear_combination` steps check this identity and the resulting value.

```lean
/-- Total weight, mean `u = 1 / p` and variance of the geometric law on the lengths
`k + 1`. -/
theorem geometric_moments {p u : ℝ} (hp : 0 < p) (hp1 : p ≤ 1) (hu : p * u = 1) :
    HasSum (fun k : ℕ => p * (1 - p) ^ k) 1 ∧
    HasSum (fun k : ℕ => ((k : ℝ) + 1) * (p * (1 - p) ^ k)) u ∧
    HasSum (fun k : ℕ => ((k : ℝ) + 1 - u) ^ 2 * (p * (1 - p) ^ k))
      ((1 - p) * u ^ 2) := by
  have hr : ‖1 - p‖ < 1 := by
    rw [Real.norm_eq_abs, abs_lt]
    constructor <;> linarith
  have hi : p⁻¹ = u := inv_eq_of_mul_eq_one_right hu
  -- the three series behind normalisation, mean and variance
  have h0 := hasSum_geometric_of_norm_lt_one hr
  have h1 := hasSum_coe_mul_geometric_of_norm_lt_one hr
  have h2 := hasSum_choose_mul_geometric_of_norm_lt_one 2 hr
  rw [sub_sub_cancel, hi] at h0
  rw [sub_sub_cancel, div_eq_mul_inv, ← inv_pow, hi] at h1
  rw [sub_sub_cancel, one_div, ← inv_pow, hi] at h2
  refine ⟨hu ▸ h0.mul_left p, ?_, ?_⟩
  · have hv : p * ((1 - p) * u ^ 2 + u) = u := by
      linear_combination ((1 - p) * u) * hu
    have h := (h1.add h0).mul_left p
    rw [hv] at h
    have hf : (fun k : ℕ => ((k : ℝ) + 1) * (p * (1 - p) ^ k)) =
        fun k : ℕ => p * ((k : ℝ) * (1 - p) ^ k + (1 - p) ^ k) := by
      funext k
      ring
    rw [hf]
    exact h
  · have hv : 2 * p * u ^ (2 + 1) - (p + 2) * ((1 - p) * u ^ 2) + (u - p - 2) * u =
        (1 - p) * u ^ 2 := by
      linear_combination (2 * u ^ 2 + (p + 2) * u) * hu
    have h := ((h2.mul_left (2 * p)).sub (h1.mul_left (p + 2))).add
      (h0.mul_left (u - p - 2))
    rw [hv] at h
    have hf : (fun k : ℕ => ((k : ℝ) + 1 - u) ^ 2 * (p * (1 - p) ^ k)) =
        fun k : ℕ => 2 * p * (((k + 2).choose 2 : ℝ) * (1 - p) ^ k)
          - (p + 2) * ((k : ℝ) * (1 - p) ^ k) + (u - p - 2) * (1 - p) ^ k := by
      funext k
      rw [Nat.cast_choose_two, Nat.cast_add, Nat.cast_ofNat]
      linear_combination ((1 - p) ^ k * (u - 2 * ((k : ℝ) + 1))) * hu
    rw [hf]
    exact h
```

## The run-length theorem

The main theorem has four parts: the law for every $n\ge1$, total probability 1, mean $1/p$ and variance $(1-p)/p^2$. In the three sums the run length is written `k + 1`, with `k` starting at zero.

The step `hw` factors the run word into the weight of BA and the weight $p(1-p)^k$ of the rest, by `follow_run`. Dividing by the positive starting weight gives `hrun`, and `geometric_moments` does the summation.

```lean
/-- **Run-length statistics.** An A-run has length `n ≥ 1` with probability
`p (1 - p)^(n - 1)`; these probabilities sum to one, with mean `1 / p` and variance
`(1 - p) / p²`. In the sums the run length is `k + 1`. -/
theorem run_length_statistics (M : MarkovAlloy) :
    (∀ n, 1 ≤ n → M.runProb n = M.exitProb * (1 - M.exitProb) ^ (n - 1)) ∧
    HasSum (fun k : ℕ => M.runProb (k + 1)) 1 ∧
    HasSum (fun k : ℕ => ((k : ℝ) + 1) * M.runProb (k + 1)) (1 / M.exitProb) ∧
    HasSum (fun k : ℕ => ((k : ℝ) + 1 - 1 / M.exitProb) ^ 2 * M.runProb (k + 1))
      ((1 - M.exitProb) / M.exitProb ^ 2) := by
  obtain ⟨-, hs, hp⟩ := M.start_prob
  have hrun : ∀ k, M.runProb (k + 1) = M.exitProb * (1 - M.exitProb) ^ k := by
    intro k
    -- the run word is the start `BA` followed by the rest of the run
    have hw : M.wordProb (runWord (k + 1)) =
        M.exitProb * (1 - M.exitProb) ^ k * M.wordProb [B, A] := by
      simp only [runWord, wordProb, List.replicate_succ, List.cons_append, follow]
      rw [follow_run]
      ring
    rw [runProb, div_eq_iff hs.ne', hw]
  constructor
  · intro n hn
    obtain ⟨k, rfl⟩ : ∃ k, n = k + 1 := ⟨n - 1, by omega⟩
    rw [hrun, Nat.add_sub_cancel]
  · have hv : (1 - M.exitProb) / M.exitProb ^ 2 =
        (1 - M.exitProb) * (1 / M.exitProb) ^ 2 := by
      rw [one_div, inv_pow, div_eq_mul_inv]
    simp only [hrun]
    rw [hv]
    exact geometric_moments hp M.AB_le_one (mul_one_div_cancel hp.ne')
```

## Short-range order from the mean run length

Here `L` is any number to which the mean-length series converges. Since a series has only one sum, `L` equals $1/p$, and solving for $\alpha$ gives the formula. It concerns the exact mean; a mean estimated from a finite sample carries its statistical error into $\alpha$.

```lean
/-- The Warren-Cowley parameter follows from the B fraction and the mean A-run length `L`
as `α = 1 - 1 / (cB L)`. -/
theorem order_from_mean_run (M : MarkovAlloy) (L : ℝ)
    (hL : HasSum (fun k : ℕ => ((k : ℝ) + 1) * M.runProb (k + 1)) L) :
    M.α = 1 - 1 / (M.cB * L) := by
  have h : L = 1 / M.exitProb := hL.unique M.run_length_statistics.2.2.1
  have h1 : M.exitProb * L = 1 := by
    rw [h, mul_one_div_cancel M.start_prob.2.2.ne']
  have h2 : (1 - M.α) * (M.cB * L) = 1 := by
    rw [exitProb] at h1
    linear_combination h1
  rw [← eq_one_div_of_mul_eq_one_left h2]
  ring
```

## A clustering alloy with mean run length 6

For $c_B=1/4$ and $\alpha=1/3$, all the inequalities in the structure hold, with $p=1/6$ and $q=1/2$.

```lean
/-- An alloy with one quarter B atoms and Warren-Cowley parameter `1/3`. -/
def clusteredAlloy : MarkovAlloy where
  cB := 1 / 4
  α := 1 / 3
  cB_pos := by norm_num
  cB_lt_one := by norm_num
  α_lt_one := by norm_num
  AB_le_one := by norm_num
  BA_le_one := by norm_num
```

Substituting $p=1/6$ gives the mean and variance quoted at the start.

```lean
/-- In the alloy with `cB = 1/4` and `α = 1/3` the A-runs have mean length 6 and
variance 30. -/
theorem clusteredAlloy_witness :
    HasSum (fun k : ℕ => ((k : ℝ) + 1) * clusteredAlloy.runProb (k + 1)) 6 ∧
    HasSum (fun k : ℕ => ((k : ℝ) + 1 - 6) ^ 2 * clusteredAlloy.runProb (k + 1)) 30 := by
  have h := clusteredAlloy.run_length_statistics.2.2
  have hp : clusteredAlloy.exitProb = 1 / 6 := by
    simp only [exitProb, clusteredAlloy]
    norm_num
  have e1 : (1 : ℝ) / (1 / 6) = 6 := by norm_num
  have e2 : ((1 : ℝ) - 1 / 6) / (1 / 6) ^ 2 = 30 := by norm_num
  rw [hp, e1, e2] at h
  exact h

end MarkovAlloy

end

end MarkovAlloyRuns
```

```lean
#print axioms MarkovAlloyRuns.MarkovAlloy.wordProb_extend
#print axioms MarkovAlloyRuns.MarkovAlloy.run_length_statistics
#print axioms MarkovAlloyRuns.MarkovAlloy.order_from_mean_run
```

```
'MarkovAlloyRuns.MarkovAlloy.wordProb_extend' depends on axioms: [propext, Classical.choice, Quot.sound]
'MarkovAlloyRuns.MarkovAlloy.run_length_statistics' depends on axioms: [propext, Classical.choice, Quot.sound]
'MarkovAlloyRuns.MarkovAlloy.order_from_mean_run' depends on axioms: [propext, Classical.choice, Quot.sound]
```
